# Bond valences are differences of numbers assigned to the atoms exactly when they obey the loop rule

In a network of bonds between cations and anions, suppose that every atom is to be given a number, called its potential, so that each bond valence is the potential of the cation minus that of the anion. If the potentials are assigned one bond at a time, a ring of bonds can lead back to the starting atom with a second, different value for its potential. The loop rule asks that the valences around every closed walk sum to zero when they are counted plus from cation to anion and minus from anion to cation. It is exactly the condition under which this never happens.

```lean
import Mathlib

open SimpleGraph

namespace BondValenceLoopRule

variable {C A : Type*} {B : C → A → Prop} {s : C → A → ℝ}

/-- The bond graph: its vertices are the cations and anions, and its edges join
the cation-anion pairs that are bonded according to `B`. -/
def bondGraph (B : C → A → Prop) : SimpleGraph (C ⊕ A) :=
  SimpleGraph.fromRel fun x y => ∃ i j, x = Sum.inl i ∧ y = Sum.inr j ∧ B i j

/-- The valence counted plus from cation to anion and minus from anion to cation. -/
def signedValence (s : C → A → ℝ) : C ⊕ A → C ⊕ A → ℝ
  | .inl i, .inr j => s i j
  | .inr j, .inl i => -s i j
  | _, _ => 0

/-- The sum of the signed valences along a walk through the bond graph. -/
def walkSum (s : C → A → ℝ) : {x y : C ⊕ A} → (bondGraph B).Walk x y → ℝ
  | _, _, .nil => 0
  | x, _, .cons (v := y) _ p => signedValence s x y + walkSum s p

/-- The loop rule: the signed valences sum to zero around every closed walk. -/
def LoopRule (B : C → A → Prop) (s : C → A → ℝ) : Prop :=
  ∀ (x : C ⊕ A) (p : (bondGraph B).Walk x x), walkSum s p = 0

/-- Potential form: the valence of every bond is a cation potential minus an
anion potential. -/
def HasPotentialForm (B : C → A → Prop) (s : C → A → ℝ) : Prop :=
  ∃ (u : C → ℝ) (w : A → ℝ), ∀ i j, B i j → s i j = u i - w j

/-- Two atoms are adjacent exactly when they are a bonded cation and anion, in
either order. -/
theorem bondGraph_adj_iff {x y : C ⊕ A} :
    (bondGraph B).Adj x y ↔ ∃ i j, B i j ∧
      ((x = Sum.inl i ∧ y = Sum.inr j) ∨ (x = Sum.inr j ∧ y = Sum.inl i)) := by
  rw [bondGraph, SimpleGraph.fromRel_adj]
  constructor
  · rintro ⟨_, ⟨i, j, rfl, rfl, hb⟩ | ⟨i, j, rfl, rfl, hb⟩⟩
    · exact ⟨i, j, hb, Or.inl ⟨rfl, rfl⟩⟩
    · exact ⟨i, j, hb, Or.inr ⟨rfl, rfl⟩⟩
  · rintro ⟨i, j, hb, ⟨rfl, rfl⟩ | ⟨rfl, rfl⟩⟩
    · exact ⟨by simp, Or.inl ⟨i, j, rfl, rfl, hb⟩⟩
    · exact ⟨by simp, Or.inr ⟨i, j, rfl, rfl, hb⟩⟩

/-- Traversing a bond backwards changes the sign of its contribution. -/
theorem signedValence_swap (s : C → A → ℝ) (x y : C ⊕ A) :
    signedValence s y x = -signedValence s x y := by
  rcases x with i | j <;> rcases y with k | l <;> simp [signedValence]

/-- The signed sum of two walks taken one after the other is the sum of their
signed sums. -/
theorem walkSum_append {x y z : C ⊕ A} (p : (bondGraph B).Walk x y)
    (q : (bondGraph B).Walk y z) :
    walkSum s (p.append q) = walkSum s p + walkSum s q := by
  induction p with
  | nil => simp [walkSum]
  | cons h p ih => simp only [Walk.cons_append, walkSum, ih, add_assoc]

/-- The signed sum of a reversed walk is the negative of the original one. -/
theorem walkSum_reverse {x y : C ⊕ A} (p : (bondGraph B).Walk x y) :
    walkSum s p.reverse = -walkSum s p := by
  induction p with
  | nil => simp [walkSum]
  | @cons x y z h p ih =>
    rw [Walk.reverse_cons, walkSum_append, ih]
    simp only [walkSum]
    rw [signedValence_swap s x y]
    ring

/-- For valences of potential form, the signed sum along a walk is the potential
of its first atom minus the potential of its last atom. -/
theorem walkSum_of_potential {u : C → ℝ} {w : A → ℝ}
    (hs : ∀ i j, B i j → s i j = u i - w j) {x y : C ⊕ A}
    (p : (bondGraph B).Walk x y) :
    walkSum s p = Sum.elim u w x - Sum.elim u w y := by
  induction p with
  | nil => simp [walkSum]
  | cons h p ih =>
    simp only [walkSum, ih]
    obtain ⟨i, j, hb, ⟨rfl, rfl⟩ | ⟨rfl, rfl⟩⟩ := bondGraph_adj_iff.1 h
    · simp only [signedValence, Sum.elim_inl, Sum.elim_inr, hs i j hb]
      ring
    · simp only [signedValence, Sum.elim_inl, Sum.elim_inr, hs i j hb]
      ring

/-- Bond valences are differences of a cation and an anion potential exactly when
they obey the loop rule. -/
theorem hasPotentialForm_iff_loopRule (B : C → A → Prop) (s : C → A → ℝ) :
    HasPotentialForm B s ↔ LoopRule B s := by
  constructor
  · rintro ⟨u, w, h⟩ x p
    rw [walkSum_of_potential h p, sub_self]
  · intro hl
    -- choose a reference atom in every component and a walk to it from every atom
    have hrep : ∀ c : (bondGraph B).ConnectedComponent,
        ∃ v, (bondGraph B).connectedComponentMk v = c := by
      intro c
      induction c using SimpleGraph.ConnectedComponent.ind with
      | _ v => exact ⟨v, rfl⟩
    choose r hr using hrep
    have q : ∀ x, (bondGraph B).Walk x (r ((bondGraph B).connectedComponentMk x)) :=
      fun x => Classical.choice (ConnectedComponent.exact (hr _).symm)
    -- a bond and two walks to the same reference atom form a closed walk
    have key : ∀ (x y a b : C ⊕ A) (_ : (bondGraph B).Adj x y)
        (p : (bondGraph B).Walk x a) (p' : (bondGraph B).Walk y b), a = b →
        walkSum s p = signedValence s x y + walkSum s p' := by
      intro x y a b h p p' hab
      subst hab
      have h0 := hl x ((Walk.cons h p').append p.reverse)
      rw [walkSum_append, walkSum_reverse] at h0
      simp only [walkSum] at h0
      linarith
    refine ⟨fun i => walkSum s (q (Sum.inl i)), fun j => walkSum s (q (Sum.inr j)),
      fun i j hb => ?_⟩
    have h : (bondGraph B).Adj (Sum.inl i) (Sum.inr j) :=
      bondGraph_adj_iff.2 ⟨i, j, hb, Or.inl ⟨rfl, rfl⟩⟩
    have k := key _ _ _ _ h (q _) (q _) (congrArg r (ConnectedComponent.sound h.reachable))
    simp only [signedValence] at k
    linarith

/-- If the signed sum vanishes on every ring, it vanishes on a path closed by
one bond. -/
theorem closing_bond
    (hr : ∀ (x : C ⊕ A) (p : (bondGraph B).Walk x x), p.IsCycle → walkSum s p = 0)
    {x y : C ⊕ A} (h : (bondGraph B).Adj x y) (q : (bondGraph B).Walk y x)
    (hq : q.IsPath) : signedValence s x y + walkSum s q = 0 := by
  by_cases he : s(x, y) ∈ q.edges
  · -- the path can only be the closing bond itself, run backwards
    cases q with
    | nil => exact (h.ne rfl).elim
    | cons h' q' =>
      rw [Walk.cons_isPath_iff] at hq
      rw [Walk.edges_cons, List.mem_cons] at he
      rcases he with he | he
      · rcases Sym2.eq_iff.1 he with ⟨hxy, _⟩ | ⟨hxz, _⟩
        · exact (h.ne hxy).elim
        · subst hxz
          have hn := Walk.eq_nil_iff_nil.2 (Walk.isPath_iff_nil.1 hq.1)
          subst hn
          simp only [walkSum]
          rw [signedValence_swap s x y]
          ring
      · exact (hq.2 (q'.snd_mem_support_of_mem_edges he)).elim
  · exact hr x (Walk.cons h q) ((Walk.cons_isCycle_iff q h).2 ⟨hq, he⟩)

/-- If the signed sum vanishes on every ring, each walk has the same signed sum as
some path between the same two atoms. -/
theorem exists_path_walkSum_eq
    (hr : ∀ (x : C ⊕ A) (p : (bondGraph B).Walk x x), p.IsCycle → walkSum s p = 0)
    {x y : C ⊕ A} (p : (bondGraph B).Walk x y) :
    ∃ q : (bondGraph B).Walk x y, q.IsPath ∧ walkSum s p = walkSum s q := by
  classical
  induction p with
  | nil => exact ⟨Walk.nil, Walk.IsPath.nil, rfl⟩
  | @cons x y z h p ih =>
    obtain ⟨q, hq, e⟩ := ih
    by_cases hx : x ∈ q.support
    · -- cut off the detour that returns to the starting atom
      have h1 : walkSum s q = walkSum s (q.takeUntil x hx) + walkSum s (q.dropUntil x hx) := by
        rw [← walkSum_append, Walk.take_spec]
      have h2 := closing_bond hr h (q.takeUntil x hx) (hq.takeUntil hx)
      refine ⟨q.dropUntil x hx, hq.dropUntil hx, ?_⟩
      simp only [walkSum]
      linarith
    · refine ⟨Walk.cons h q, (Walk.cons_isPath_iff h q).2 ⟨hq, hx⟩, ?_⟩
      simp only [walkSum, e]

/-- Bond valences have potential form exactly when the signed sum vanishes around every ring, that
is, every closed walk with at least one bond that repeats no bond and no atom except for the return
to the start. -/
theorem hasPotentialForm_iff_rings (B : C → A → Prop) (s : C → A → ℝ) :
    HasPotentialForm B s ↔
      ∀ (x : C ⊕ A) (p : (bondGraph B).Walk x x), p.IsCycle → walkSum s p = 0 := by
  rw [hasPotentialForm_iff_loopRule]
  constructor
  · intro hl x p _
    exact hl x p
  · intro hr x p
    obtain ⟨q, hq, e⟩ := exists_path_walkSum_eq hr p
    -- a path that ends where it starts has no bonds
    rw [e, Walk.eq_nil_iff_nil.2 (Walk.isPath_iff_nil.1 hq)]
    simp only [walkSum]

/-- On a connected bond graph, two sets of potentials for the same valences differ
by one constant common to all cations and anions. -/
theorem potentials_unique_up_to_constant (hG : (bondGraph B).Connected)
    {u u' : C → ℝ} {w w' : A → ℝ} (h : ∀ i j, B i j → s i j = u i - w j)
    (h' : ∀ i j, B i j → s i j = u' i - w' j) :
    ∃ c : ℝ, (∀ i, u' i = u i + c) ∧ ∀ j, w' j = w j + c := by
  obtain ⟨x₀⟩ := hG.nonempty
  have key : ∀ x, Sum.elim u' w' x =
      Sum.elim u w x + (Sum.elim u' w' x₀ - Sum.elim u w x₀) := by
    intro x
    obtain ⟨p⟩ := hG.preconnected x x₀
    linarith [walkSum_of_potential h p, walkSum_of_potential h' p]
  exact ⟨_, fun i => key (Sum.inl i), fun j => key (Sum.inr j)⟩

end BondValenceLoopRule
```

```lean
#print axioms BondValenceLoopRule.hasPotentialForm_iff_loopRule
-- 'BondValenceLoopRule.hasPotentialForm_iff_loopRule' depends on axioms: [propext, Classical.choice, Quot.sound]
#print axioms BondValenceLoopRule.hasPotentialForm_iff_rings
-- 'BondValenceLoopRule.hasPotentialForm_iff_rings' depends on axioms: [propext, Classical.choice, Quot.sound]
#print axioms BondValenceLoopRule.potentials_unique_up_to_constant
-- 'BondValenceLoopRule.potentials_unique_up_to_constant' depends on axioms: [propext, Classical.choice, Quot.sound]
```

## Valences, potentials and closed walks

Let $s_{ij}$ be the valence of the bond between cation $i$ and anion $j$. The valences have potential form if there are numbers $u_i$, one for each cation, and $w_j$, one for each anion, such that

$$s_{ij} = u_i - w_j \quad\text{for every bond } ij.$$

The loop rule concerns the same valences without mentioning potentials. Walk along bonds and return to the start, counting $+s_{ij}$ for a step from cation $i$ to anion $j$ and $-s_{ij}$ for a step from $j$ to $i$; the total must be zero. The theorem `hasPotentialForm_iff_loopRule` says that the two conditions are equivalent.

The smallest ring has four atoms. Going $1 \to 1' \to 2 \to 2' \to 1$, with primes marking anions, the rule reads

$$s_{11'} - s_{21'} + s_{22'} - s_{12'} = 0.$$

The valences $s_{11'}=0.6$, $s_{21'}=0.5$, $s_{22'}=0.3$, $s_{12'}=0.4$ satisfy it, and $u_1=0.6$, $u_2=0.5$, $w_{1'}=0$, $w_{2'}=0.2$ are potentials for them. If $s_{22'}$ is changed to $0.4$, the ring sum becomes $0.1$. The bond $12'$ then asks for $w_{2'}=0.2$ and the bond $22'$ for $w_{2'}=0.1$, so no potentials exist.

Two further theorems sharpen the statement. By `hasPotentialForm_iff_rings`, it is enough to test rings, meaning closed walks with at least one bond that repeat no bond and no atom except for the return to the start. By `potentials_unique_up_to_constant`, two sets of potentials for the same valences on a connected network differ by one constant, added to all cations and anions alike.

## The network behind the Lean definitions

The types `C` and `A` hold the cations and anions, and `B i j` says that cation `i` and anion `j` are bonded. The atoms together form the type `C ⊕ A`, in which `Sum.inl` marks a cation and `Sum.inr` an anion. `bondGraph B` joins exactly the bonded pairs, so there are no cation–cation or anion–anion bonds.

The function `s : C → A → ℝ` also assigns a number to pairs that are not bonded, but no walk ever uses it. `signedValence` fixes the sign convention, and `walkSum` adds its values along a walk. A `Walk` may revisit atoms and bonds, so `LoopRule` formally asks for more than a test of rings; the ring theorem shows that the two requirements agree.

Neither finiteness nor connectedness is assumed in the two equivalences. A network without rings always has potentials, whatever its valences. Uniqueness does need connectedness, since each separate component can be shifted by its own constant.

In the bond valence model, the loop rule is a postulate about how an atom's valence is shared among its bonds: it stands for a distribution as even as the connectivity and the atomic valences permit. The theorems don't derive that postulate for real crystals; they say what it amounts to. The valences are arbitrary real numbers, with no condition of positivity, no relation to bond lengths and no requirement that the valences at an atom add up to its atomic valence. For structure modelling the result therefore concerns only the consistency of valences on a fixed cation–anion network, without geometry or electrons.

## From potentials to vanishing sums

Write $\varphi$ for the potential of any atom, so that $\varphi(i)=u_i$ on cations and $\varphi(j)=w_j$ on anions. In Lean this is `Sum.elim u w`. Write $\sigma(x,y)$ for the signed valence of a step from $x$ to $y$. If the valences have potential form, then

$$\sigma(i,j)=s_{ij}=\varphi(i)-\varphi(j),\qquad \sigma(j,i)=-s_{ij}=\varphi(j)-\varphi(i).$$

Both directions obey the same formula, and the sum along a walk $x_0,x_1,\dots,x_n$ telescopes:

$$\sum_{k=0}^{n-1}\sigma(x_k,x_{k+1})=\varphi(x_0)-\varphi(x_n).$$

On a closed walk $x_n=x_0$, and the sum is zero. `walkSum_of_potential` proves the telescoped formula by induction on the walk. Its two final cases are the two directions in which a bond can be crossed, supplied by `bondGraph_adj_iff`.

## Building potentials from the loop rule

For the converse, write $S(p)$ for the signed sum along a walk $p$. Sums add when walks are joined (`walkSum_append`) and change sign when a walk is reversed (`walkSum_reverse`), because each step then contributes with the opposite sign (`signedValence_swap`).

Choose a reference atom $r$ in every connected component and, for each atom $x$, a walk $q_x$ from $x$ to the reference atom of its component. Define $\varphi(x)=S(q_x)$. If $i$ and $j$ are bonded, they lie in the same component and share the same $r$. Cross the bond from $i$ to $j$, follow $q_j$ to $r$, and return to $i$ along $q_i$ reversed. This walk is closed, so the loop rule gives

$$s_{ij}+S(q_j)-S(q_i)=0,$$

and therefore $s_{ij}=\varphi(i)-\varphi(j)=u_i-w_j$.

In the Lean proof, `r` picks the reference atoms and `q` the walks. The intermediate claim `key` applies the loop rule to the closed walk just described. It takes the ends of the two walks as separate atoms `a` and `b` with a proof that they are equal, because the reference atoms of $i$ and $j$ are first given as those of two components that must be shown to coincide.

## Why testing rings is enough

Suppose now only that the signed sum vanishes on every ring. The lemma `exists_path_walkSum_eq` shows that each walk has the same sum as some path, a walk without repeated atoms, between the same ends.

The argument is an induction on the walk. The empty walk is already a path. Otherwise the walk starts with a step from $x$ to $y$ and continues to its end $z$, and by induction the continuation can be replaced by a path $q$ from $y$ to $z$ with the same sum. If $x$ is not on $q$, putting the first step in front of $q$ gives a path. If $x$ is on $q$, cut $q$ there into $q_1$ from $y$ to $x$ and $q_2$ from $x$ to $z$. The first step followed by $q_1$ is a detour that returns to $x$. Once its sum is known to be zero, the path $q_2$ has the required sum.

`closing_bond` proves that the detour contributes nothing, in two cases:

- If $q_1$ does not use the bond $xy$, the detour is a ring, and its sum vanishes by assumption.
- If $q_1$ does use it, the bond must be its first step, since a path starting at $y$ never returns there. That step reaches $x$, where $q_1$ ends, so nothing can follow without repeating $x$. The detour is one bond crossed forwards and backwards, with sum $\sigma(x,y)+\sigma(y,x)=0$.

In Lean, `takeUntil` and `dropUntil` make the cut at $x$. For a closed walk, the replacement path begins and ends at the same atom. Such a path has no bonds, so the sum is zero and the full loop rule follows.

## One free constant in a connected network

Let $\varphi$ and $\varphi'$ both describe the same valences, and fix an atom $x_0$. Connectedness provides a walk from any atom $x$ to $x_0$. Evaluating its sum with each set of potentials gives

$$\varphi(x)-\varphi(x_0)=\varphi'(x)-\varphi'(x_0).$$

Hence $\varphi'(x)=\varphi(x)+c$ with $c=\varphi'(x_0)-\varphi(x_0)$, the same constant for every atom. The Lean proof obtains this equation from two uses of `walkSum_of_potential` on the same walk.

## Checking or solving a finite network in code

A program can test given valences by growing a spanning tree in each component. It sets the potential of the root to zero and moves outwards with $w_j=u_i-s_{ij}$ or $u_i=w_j+s_{ij}$. Each bond left out of the trees then gives a residual $s_{ij}-(u_i-w_j)$, which is the signed sum around the ring formed by that bond and the tree path between its ends. The valences pass if all residuals vanish within the numerical tolerance.

When the valences are unknown, substituting $u_i-w_j$ builds the loop rule in. The requirement that the valences at each atom add up to its atomic valence then becomes a linear system for the potentials, with one potential per component fixed to remove the free constant. The system has a solution exactly when, in each component, the atomic valences of the cations and those of the anions, both counted as positive, have the same sum.

## Parallel bonds in a repeating unit

The definitions allow at most one bond between a given cation and anion. A crystal is often described by the finite graph of its repeating unit, in which several bonds can join the same two atoms. To model this, bonds would need a type of their own, with two end atoms and a valence for each bond.

The change affects the content of the rule. Two parallel bonds with valences $a$ and $b$ form a ring of two bonds, and the loop rule would force $a=b$. If the same structure is unrolled into an infinite chain with alternating valences $a$ and $b$, there is no ring at all, and potentials exist for any $a$ and $b$. They change by a fixed amount, $b-a$ or its negative according to direction, from one unit to the next, so they repeat with the chain only when $a=b$.
